# The Cochran–Cowley relation between phonon frequencies and permittivity for a harmonic lattice with a rank-one field term

When the ions of a polar crystal vibrate at long wavelength, their displacements can polarise the crystal along the wavevector. That polarisation sets up a macroscopic electric field, which pushes back on the ions and stiffens the motion. With a single polar mode, one longitudinal frequency splits off from one transverse frequency. With several polar modes the field mixes them, and it is no longer obvious which longitudinal mode belongs to which transverse one. What can still be said about the two sets of frequencies together?

Let $D$ be the real dynamical matrix without the macroscopic field, in mass-weighted coordinates labelled by a finite set `n`. Its eigenvalues are called the transverse squared frequencies here, whatever the direction in which the modes are polarised.

In Lean 4 with Mathlib:

```lean
import Mathlib

open Matrix

namespace CochranCowley

noncomputable section

variable {n : Type*} [Fintype n] [DecidableEq n]
```

Fix a direction of the wavevector. The vector $z$ holds the mass-weighted effective charges projected on that direction, and $e$ is the electronic permittivity along it, with the ions clamped. The constant $c$ sets the strength of the Coulomb coupling; in Gaussian units it is $4\pi$ over the cell volume. With the field included, the dynamical matrix is

$$L = D + \frac{c}{e}\, z z^T .$$

This form is taken as a definition. In the code `vecMulVec z z` is $zz^T$.

```lean
/-- The longitudinal dynamical matrix `D + (c/e) z zᵀ`: the transverse matrix `D` plus the
term of the macroscopic field, for projected charges `z`, coupling constant `c` and electronic
permittivity `e ≠ 0`. -/
def longitudinalMatrix (D : Matrix n n ℝ) (z : n → ℝ) (c e : ℝ) : Matrix n n ℝ :=
  D + (c / e) • vecMulVec z z
```

The ions also contribute to the permittivity. At squared frequency $x$, without damping and with a frequency-independent $e$,

$$\varepsilon(x) = e + c\, z^T (D-x)^{-1} z ,$$

where $D - x$ means $D - x\cdot 1$. In the code `⬝ᵥ` is the dot product and `*ᵥ` applies a matrix to a vector.

```lean
/-- The permittivity `e + c zᵀ (D - x)⁻¹ z` at squared frequency `x`, for `x` not an eigenvalue
of the transverse matrix `D`. -/
def permittivity (D : Matrix n n ℝ) (z : n → ℝ) (c e x : ℝ) : ℝ :=
  e + c * (z ⬝ᵥ (D - x • (1 : Matrix n n ℝ))⁻¹ *ᵥ z)
```

## (a) Determinant after a rank-one change

Let $A$ be an invertible real matrix and $s$ a real number. Show that

$$\det(A + s\, z z^T) = \det A\,\bigl(1 + s\, z^T A^{-1} z\bigr).$$

**Solution.** Put $u = sA^{-1}z$. Then $Au = sz$, so $A + s\,zz^T = A(1 + uz^T)$ and the determinant is $\det A\,\det(1+uz^T)$. For the second factor, evaluate

$$\det\begin{pmatrix} 1 & -u\\ z^T & 1\end{pmatrix}$$

by eliminating either diagonal block. One way gives $1 + z^Tu$, the other $\det(1+uz^T)$, so the two are equal. Finally $z^Tu = s\,z^TA^{-1}z$.

In the proof, `U` is the column $u$ and `V` the row $z^T$. The step `hfac` is the factorisation, `det_one_add_mul_comm` exchanges the order of the product, and `hVU` evaluates the resulting $1\times1$ determinant.

```lean
/-- Adding a rank-one term `s z zᵀ` to an invertible matrix `A` multiplies its determinant by
`1 + s zᵀ A⁻¹ z`. -/
theorem det_add_rank_one (A : Matrix n n ℝ) (hA : IsUnit A.det) (z : n → ℝ) (s : ℝ) :
    (A + s • vecMulVec z z).det = A.det * (1 + s * (z ⬝ᵥ A⁻¹ *ᵥ z)) := by
  -- a column times a row, whose product in the other order is a single number
  let U : Matrix n Unit ℝ := Matrix.of fun i _ => s * (A⁻¹ *ᵥ z) i
  let V : Matrix Unit n ℝ := Matrix.of fun _ j => z j
  have hU : A * U = Matrix.of fun i _ => s * z i := by
    have h : A *ᵥ (s • (A⁻¹ *ᵥ z)) = s • z := by
      rw [mulVec_smul, mulVec_mulVec, mul_nonsing_inv _ hA, one_mulVec]
    ext i k
    exact congrFun h i
  have hfac : A + s • vecMulVec z z = A * (1 + U * V) := by
    rw [Matrix.mul_add, Matrix.mul_one, ← Matrix.mul_assoc, hU]
    congr 1
    ext i j
    simp [V, Matrix.mul_apply, vecMulVec_apply, mul_assoc]
  have hVU : (1 + V * U).det = 1 + s * (z ⬝ᵥ A⁻¹ *ᵥ z) := by
    rw [det_unique, Matrix.add_apply, Matrix.one_apply_eq, Matrix.mul_apply]
    congr 1
    rw [dotProduct, Finset.mul_sum]
    refine Finset.sum_congr rfl fun j _ => ?_
    change z j * (s * (A⁻¹ *ᵥ z) j) = s * (z j * (A⁻¹ *ᵥ z) j)
    ring
  rw [hfac, det_mul, det_one_add_mul_comm, hVU]
```

## (b) Secular determinants at a general frequency

Let $e \neq 0$, and let $x$ not be an eigenvalue of $D$. Show that

$$\frac{\det(L-x)}{\det(D-x)} = \frac{\varepsilon(x)}{e}.$$

**Solution.** Since $L - x = (D-x) + (c/e)\,zz^T$, part (a) with $A = D-x$ and $s = c/e$ gives

$$\frac{\det(L-x)}{\det(D-x)} = 1 + \frac{c}{e}\, z^T(D-x)^{-1}z = \frac{\varepsilon(x)}{e}.$$

A zero of the permittivity at such an $x$ is therefore a squared frequency of $L$. The condition on $x$ appears as `hx`, a nonzero determinant; neither symmetry of $D$ nor a sign of $c$ is needed. The proof rewrites $L-x$ as above, applies (a) and clears the denominator with `field_simp`.

```lean
/-- For `e ≠ 0` and any squared frequency `x` that is not a transverse eigenvalue, the ratio of the
longitudinal to the transverse secular determinant is the permittivity at `x` divided by `e`. -/
theorem secular_ratio (D : Matrix n n ℝ) (z : n → ℝ) (c : ℝ) {e x : ℝ} (he : e ≠ 0)
    (hx : (D - x • (1 : Matrix n n ℝ)).det ≠ 0) :
    (longitudinalMatrix D z c e - x • (1 : Matrix n n ℝ)).det
      / (D - x • (1 : Matrix n n ℝ)).det = permittivity D z c e x / e := by
  have h : longitudinalMatrix D z c e - x • (1 : Matrix n n ℝ)
      = (D - x • (1 : Matrix n n ℝ)) + (c / e) • vecMulVec z z := by
    unfold longitudinalMatrix
    abel
  rw [h, det_add_rank_one _ (isUnit_iff_ne_zero.2 hx), mul_div_cancel_left₀ _ hx, permittivity]
  field_simp
```

## (c) The restoring force of the field

Show that for every displacement $v$

$$Lv = Dv + \frac{c}{e}\,(z^Tv)\, z .$$

**Solution.** By associativity $(zz^T)v = z\,(z^Tv)$, and $z^Tv$ is a number.

The equation of motion is $\ddot v = -Lv$, so the extra force is $-(c/e)(z^Tv)z$. Electrostatics gives the same: the ionic polarisation is proportional to $z^Tv$, the longitudinal field is opposite to it and screened by $e$, and it acts on the charges $z$. The code compares components and rearranges the sums.

```lean
omit [DecidableEq n] in
/-- The longitudinal matrix acts on a displacement `v` as `D` does, plus a term along `z`
proportional to the polarisation `zᵀ v`. -/
theorem longitudinalMatrix_mulVec (D : Matrix n n ℝ) (z v : n → ℝ) (c e : ℝ) :
    longitudinalMatrix D z c e *ᵥ v = D *ᵥ v + (c / e * (z ⬝ᵥ v)) • z := by
  ext i
  simp only [longitudinalMatrix, mulVec, dotProduct, Matrix.add_apply, Matrix.smul_apply,
    vecMulVec_apply, Pi.add_apply, Pi.smul_apply, smul_eq_mul, add_mul,
    Finset.sum_add_distrib, Finset.mul_sum, Finset.sum_mul]
  congr 1
  exact Finset.sum_congr rfl fun j _ => by ring
```

## (d) Modes that the field leaves alone

Suppose $Dv = xv$ and $z^Tv = 0$. Show that

$$Lv = xv .$$

**Solution.** In (c) the second term vanishes, which leaves $Lv = Dv = xv$. For $v\neq0$ this is a mode with no polarisation along the wavevector, and its frequency is unchanged. The eigenvalues of $L$, called longitudinal for short, therefore include those of such modes. In a cubic crystal with two ions per cell, two of the three optical modes are of this kind. The proof is the same substitution.

```lean
omit [DecidableEq n] in
/-- A transverse mode `v` that carries no polarisation along the wavevector, `zᵀ v = 0`, is also
a longitudinal-matrix mode with the same squared frequency. -/
theorem nonpolar_mode_unshifted {D : Matrix n n ℝ} {z v : n → ℝ} {x : ℝ} (c e : ℝ)
    (hv : D *ᵥ v = x • v) (hz : z ⬝ᵥ v = 0) :
    longitudinalMatrix D z c e *ᵥ v = x • v := by
  rw [longitudinalMatrix_mulVec, hv, hz, mul_zero, zero_smul, add_zero]
```

## (e) Symmetry

Let $D$ be symmetric. Show that

$$L^T = L .$$

**Solution.** $L_{ij} = D_{ij} + (c/e)\,z_iz_j$, and both terms are unchanged when $i$ and $j$ are exchanged.

For real matrices `IsHermitian` means symmetric. Mathlib's `eigenvalues` takes a proof of this property as its input, so the result is used in the statements of (h) and (i).

```lean
omit [Fintype n] [DecidableEq n] in
/-- The longitudinal matrix is symmetric when the transverse one is. -/
theorem longitudinalMatrix_isHermitian {D : Matrix n n ℝ} (hD : D.IsHermitian)
    (z : n → ℝ) (c e : ℝ) : (longitudinalMatrix D z c e).IsHermitian := by
  refine Matrix.IsHermitian.ext fun i j => ?_
  have h := hD.apply i j
  simp only [star_trivial] at h
  simp only [longitudinalMatrix, Matrix.add_apply, Matrix.smul_apply, vecMulVec_apply,
    smul_eq_mul, star_trivial]
  rw [h]
  ring
```

## (f) Stability with the field

Let $D$ be positive definite, $c \ge 0$ and $e > 0$. Show that for $v \neq 0$

$$v^TLv > 0 .$$

**Solution.** From (c),

$$v^TLv = v^TDv + \frac{c}{e}\,(z^Tv)^2 .$$

The first term is positive and the second is not negative. The eigenvalues of $L$ are then positive and its frequencies real. In the code `h1` and `h2` are the two terms, and `linarith` adds them.

A crystal's full zone-centre matrix has acoustic zero modes, so it is not positive definite. Here $D$ stands for the optical block, with rigid translations removed; charge neutrality makes $z$ orthogonal to them.

```lean
omit [DecidableEq n] in
/-- If the transverse matrix is positive definite, `c ≥ 0` and `e > 0`, then the longitudinal matrix
is positive definite. -/
theorem longitudinalMatrix_posDef {D : Matrix n n ℝ} (hD : D.PosDef) (z : n → ℝ) {c e : ℝ}
    (hc : 0 ≤ c) (he : 0 < e) : (longitudinalMatrix D z c e).PosDef := by
  refine posDef_iff_dotProduct_mulVec.2
    ⟨longitudinalMatrix_isHermitian hD.isHermitian z c e, ?_⟩
  intro v hv
  have h1 := hD.dotProduct_mulVec_pos hv
  rw [star_trivial] at h1
  -- the macroscopic field adds a square to the elastic energy
  have h2 : 0 ≤ c / e * (z ⬝ᵥ v) * (z ⬝ᵥ v) := by
    rw [mul_assoc]
    exact mul_nonneg (by positivity) (mul_self_nonneg _)
  rw [star_trivial, longitudinalMatrix_mulVec, dotProduct_add, dotProduct_smul, smul_eq_mul,
    dotProduct_comm v z]
  linarith
```

## (g) The static response of the ions

Let $D$ be positive definite and $z \neq 0$. Show that

$$z^TD^{-1}z > 0 .$$

**Solution.** Put $w = D^{-1}z$, which is nonzero because $Dw = z \ne 0$. By symmetry of $D$, $z^TD^{-1}z = (Dw)^Tw = w^TDw > 0$. The code uses the equivalent fact that $D^{-1}$ is positive definite, `hD.inv`.

```lean
/-- The static lattice response `zᵀ D⁻¹ z` is positive for positive definite `D` and nonzero charges
`z`. -/
theorem static_response_pos {D : Matrix n n ℝ} (hD : D.PosDef) {z : n → ℝ} (hz : z ≠ 0) :
    0 < z ⬝ᵥ D⁻¹ *ᵥ z := by
  have h := hD.inv.dotProduct_mulVec_pos hz
  rwa [star_trivial] at h
```

## (h) The product of all squared frequencies

Let $D$ be positive definite, $c\ge0$ and $e>0$. Write $\lambda_i(L)$ and $\lambda_i(D)$ for the eigenvalues, counted with multiplicity. Show that

$$\frac{\prod_i \lambda_i(L)}{\prod_i \lambda_i(D)} = \frac{e + c\,z^TD^{-1}z}{e} \ge 1 .$$

**Solution.** The determinant of a symmetric matrix is the product of its eigenvalues, so the left side is $\det L/\det D$, with $\det D > 0$. Part (b) at $x = 0$ gives $\varepsilon(0)/e$, which is the middle expression. By (g), or trivially if $z=0$, $z^TD^{-1}z\ge0$. The numerator is therefore at least $e$, and division by $e>0$ gives the bound.

With one coordinate this is the Lyddane–Sachs–Teller relation $\omega_{LO}^2/\omega_{TO}^2 = \varepsilon(0)/e$. With more, the identity relates the two products and does not say which longitudinal mode belongs to which transverse one. If the longitudinal frequencies are computed by diagonalising $L$, the identity holds by construction and checks only the numerical work. It becomes a test of the data when the frequencies and the permittivities are obtained independently, for example from separate measurements.

The equality needs only a symmetric invertible $D$ and $e\neq0$. For the bound, none of the three sign conditions can be dropped while the other two are kept, as $1\times1$ matrices with $z = 1$ show. Each of these choices violates one condition and gives the ratio $1/2$:

- $D=-1$, $c=1$, $e=2$, where $L=-1/2$;
- $D=1$, $c=-1$, $e=2$, where $L=1/2$;
- $D=1$, $c=1$, $e=-2$, where $L=1/2$.

In the proof, `hprod` turns products of eigenvalues into determinants, `h` is (b) at zero frequency, and `hpos` is the sign of the static response.

```lean
/-- Cochran-Cowley form of the Lyddane-Sachs-Teller relation: for positive definite `D`, `c ≥ 0` and
`e > 0`, the product of the longitudinal squared frequencies over that of the transverse ones is the
static permittivity `e + c zᵀ D⁻¹ z` divided by `e`, and it is at least one. -/
theorem cochran_cowley {D : Matrix n n ℝ} (hD : D.PosDef) (z : n → ℝ) {c e : ℝ}
    (hc : 0 ≤ c) (he : 0 < e) :
    (∏ i, (longitudinalMatrix_isHermitian hD.isHermitian z c e).eigenvalues i)
        / (∏ i, hD.isHermitian.eigenvalues i) = (e + c * (z ⬝ᵥ D⁻¹ *ᵥ z)) / e ∧
    1 ≤ (∏ i, (longitudinalMatrix_isHermitian hD.isHermitian z c e).eigenvalues i)
        / (∏ i, hD.isHermitian.eigenvalues i) := by
  -- products of eigenvalues are determinants
  have hprod : ∀ {A : Matrix n n ℝ} (hA : A.IsHermitian), ∏ i, hA.eigenvalues i = A.det := by
    intro A hA
    simpa using hA.det_eq_prod_eigenvalues.symm
  -- the secular ratio at zero frequency
  have h := secular_ratio D z c (x := 0) he.ne'
    (by rw [zero_smul, sub_zero]; exact hD.det_pos.ne')
  simp only [permittivity, zero_smul, sub_zero] at h
  have hpos : 0 ≤ z ⬝ᵥ D⁻¹ *ᵥ z := by
    rcases eq_or_ne z 0 with hz | hz
    · simp [hz]
    · exact (static_response_pos hD hz).le
  rw [hprod, hprod, h]
  refine ⟨rfl, ?_⟩
  rw [le_div_iff₀ he, one_mul]
  linarith [mul_nonneg hc hpos]
```

## (i) When the two products agree

Let $D$ be positive definite, $c > 0$ and $e > 0$. Show that

$$\frac{\prod_i \lambda_i(L)}{\prod_i \lambda_i(D)} = 1 \iff z = 0 .$$

**Solution.** By (h) the ratio is 1 exactly when $c\,z^TD^{-1}z = 0$. If $z\neq0$, this number is positive by (g) and $c>0$; if $z=0$, it vanishes. So any nonzero projected charge raises the product of the squared frequencies.

The case $c=0$ has to be excluded: there the matrices $L$ and $D$ coincide, and the ratio is 1 even for $D=1$, $z=1$. The code treats the two directions separately, the first by contradiction.

```lean
/-- For positive definite `D`, `c > 0` and `e > 0`, the longitudinal and transverse products of
squared frequencies coincide exactly when all projected charges vanish. -/
theorem cochran_cowley_eq_one_iff {D : Matrix n n ℝ} (hD : D.PosDef) (z : n → ℝ) {c e : ℝ}
    (hc : 0 < c) (he : 0 < e) :
    (∏ i, (longitudinalMatrix_isHermitian hD.isHermitian z c e).eigenvalues i)
        / (∏ i, hD.isHermitian.eigenvalues i) = 1 ↔ z = 0 := by
  rw [(cochran_cowley hD z hc.le he).1, div_eq_one_iff_eq he.ne']
  constructor
  · intro h
    by_contra hz
    linarith [mul_pos hc (static_response_pos hD hz)]
  · intro hz
    simp [hz]

end

end CochranCowley
```

```lean
#print axioms CochranCowley.nonpolar_mode_unshifted
#print axioms CochranCowley.longitudinalMatrix_posDef
#print axioms CochranCowley.cochran_cowley
#print axioms CochranCowley.cochran_cowley_eq_one_iff
```

```
'CochranCowley.nonpolar_mode_unshifted' depends on axioms: [propext, Classical.choice, Quot.sound]
'CochranCowley.longitudinalMatrix_posDef' depends on axioms: [propext, Classical.choice, Quot.sound]
'CochranCowley.cochran_cowley' depends on axioms: [propext, Classical.choice, Quot.sound]
'CochranCowley.cochran_cowley_eq_one_iff' depends on axioms: [propext, Classical.choice, Quot.sound]
```
